# RATTLE is time-reversible with swapped multipliers, and its positions obey the SHAKE recurrence

## Question

Take a particle of unit mass in the plane, with position $q=(x,y)$ and momentum $p$, under the constant force $f=(0,-1)$. It is held on the line $y=0$ by the constraint $g(x,y)=(1+x^2)\,y=0$, whose gradient on the line is $(0,\,1+x^2)$. A RATTLE step of length $h=1$ is a half kick, a drift and a second half kick, and each kick has its own Lagrange multiplier, $l$ for the first and $u$ for the second, with constraint force minus the multiplier times the gradient.

I start at $q=(0,0)$, $p=(1,0)$. With $l=-1$ the total force $(0,-1)-l\,(0,1)$ vanishes, so the particle drifts to $q'=(1,0)$. There the gradient is $(0,2)$, and $u=-\tfrac12$ cancels the force, so $p'=(1,0)$. Now I flip the momentum and step from $(1,0)$ with momentum $(-1,0)$. With first multiplier $-\tfrac12$ and second multiplier $-1$ the particle returns to $(0,0)$ with momentum $(-1,0)$. With the multipliers in the old order the first kick gives $(-1,\tfrac12)$ and the particle lands at $(0,\tfrac12)$, off the line.

The claim is that this is general: if a RATTLE step takes a point $(q,p)$ that satisfies the position and velocity constraints to $(q',p')$ with multipliers $(l,u)$, then it takes $(q',-p')$ to $(q,-p)$ with multipliers $(u,l)$, and along an orbit with multipliers $(l_n,u_n)$ the positions obey the SHAKE recurrence with multiplier $(l_{n+1}+u_n)/2$. What has to be assumed about the force and the constraints, and how is this stated and proved in Lean 4 with Mathlib?

## Answer

The force is taken to depend on position alone and is otherwise arbitrary, the constraint function is arbitrary, and the mass and Jacobian maps are assumed linear, the mass map also independent of position. The reversal of a full RATTLE step assumes in addition that its starting point satisfies the position and velocity constraints. In the example, a multiplier belongs to the position at which its kick is applied: $-1$ to $(0,0)$ and $-\tfrac12$ to $(1,0)$. Reversal visits the two positions in the opposite order, and along an orbit two kicks act in succession at each position after the first.

### Modelling choices

Positions and momenta lie in a real vector space $E$, constraint values and multipliers in a real vector space $F$. For $N$ atoms and $M$ constraints these are $\mathbb R^{3N}$ and $\mathbb R^M$, but no dimension, inner product or topology is used. The structure `System E F` holds five maps:

- `W`, the inverse mass operator $W:E\to E$, linear and independent of position;
- `f`, the force $f:E\to E$, a function of position alone;
- `g`, the constraint function $g:E\to F$;
- `G`, which gives at each $q$ a linear map $G(q):E\to F$, physically the Jacobian of $g$;
- `Gt`, which gives at each $q$ a linear map $G^{t}(q):F\to E$, physically the transpose of $G(q)$.

The structure imposes no relation among them: $G$ need not be the derivative of $g$, $G^t$ need not be the transpose of $G$, $f$ need not be a gradient, and $W$ need not be symmetric, positive or invertible. A physical system is a special case.

The step length $h$ is any fixed real number. The half kick `halfKick S h q p l` is
$$K(q,p,l)=p+\tfrac h2\bigl(f(q)-G^t(q)\,l\bigr),$$
so the multiplier has the sign and normalisation of $\lambda$ in the equation of motion $\dot p=f(q)-G^t(q)\lambda$. With the half-step momentum $\bar p=K(q,p,l)$, `RattleUpdate S h q p q' p' l u` says
$$q'=q+hW\bar p,\qquad p'=K(q',\bar p,u).$$
`OnManifold S q p` says $g(q)=0$ and $G(q)Wp=0$, the position constraint and the condition that the velocity $Wp$ be tangent to it. `RattleStep` is the update together with `OnManifold S q' p'`.

The step is a relation among $q,p,q',p',l,u$ and not a function. In a program $l$ is solved for so that $g(q')=0$, and $u$ so that $G(q')Wp'=0$. Here the multipliers are given, and any pair that satisfies the equations exactly is admitted, whichever solver found it.

`ShakeRecurrence S h q₀ q₁ q₂ m` is the three-term relation with multiplier $m\in F$,
$$q_2-2q_1+q_0=h^2\,W\bigl(f(q_1)-G^t(q_1)\,m\bigr),$$
the Störmer–Verlet recurrence with the constraint force added, both forces being taken at the middle point. The name SHAKE stands here for this recurrence, supplemented by $g(q_2)=0$, and not for the bond-by-bond iteration that determines $m$.

### Derivation by hand

*One half kick.* Write $a=f(q)-G^t(q)\,l$. Then
$$K\bigl(q,-K(q,p,l),l\bigr)=-p-\tfrac h2a+\tfrac h2a=-p. \tag{1}$$

*The reversed update.* Let $q'=q+hW\bar p$ and $p'=K(q',\bar p,u)$ with $\bar p=K(q,p,l)$. Start from $(q',-p')$ with first multiplier $u$. By (1) at the point $q'$, the half-step momentum is
$$K(q',-p',u)=K\bigl(q',-K(q',\bar p,u),u\bigr)=-\bar p .$$
The drift gives $q'+hW(-\bar p)=q'-hW\bar p=q$. The second half kick, at $q$ with multiplier $l$, gives $K(q,-\bar p,l)=-p$ by (1) at the point $q$. So the update equations take $(q',-p')$ to $(q,-p)$ with multipliers $(u,l)$.

*The constraints.* The condition $g(q)=0$ does not involve $p$, and $G(q)W(-p)=-G(q)Wp$, so a momentum flip preserves both constraints. The reversed step starts at $(q',-p')$, which satisfies them because $(q',p')$ does. It ends at $(q,-p)$, and a RATTLE step must end on the constraints. The definition of the forward step says nothing about its starting point, so the two constraints on $(q,p)$ enter as a hypothesis.

*Two consecutive updates.* Let $(q_0,p_0)\to(q_1,p_1)$ have multipliers $(l_0,u_0)$ and $(q_1,p_1)\to(q_2,p_2)$ have $(l_1,u_1)$. Write $\bar p_0=K(q_0,p_0,l_0)$, $\bar p_1=K(q_1,p_1,l_1)$, $f_1=f(q_1)$ and $G^t_1=G^t(q_1)$. The two kicks at $q_1$ are
$$p_1=\bar p_0+\tfrac h2\,(f_1-G^t_1u_0),\qquad \bar p_1=p_1+\tfrac h2\,(f_1-G^t_1l_1). \tag{2}$$
Adding them and using the linearity of $G^t_1$,
$$\bar p_1-\bar p_0=h\Bigl(f_1-G^t_1\,\frac{l_1+u_0}{2}\Bigr). \tag{3}$$
The drifts are $q_1-q_0=hW\bar p_0$ and $q_2-q_1=hW\bar p_1$. Their difference is
$$q_2-2q_1+q_0=hW(\bar p_1-\bar p_0)=h^2\,W\Bigl(f_1-G^t_1\,\frac{l_1+u_0}{2}\Bigr),$$
the SHAKE recurrence with $m=(l_1+u_0)/2$. For an orbit of steps $(q_n,p_n)\to(q_{n+1},p_{n+1})$ with multipliers $(l_n,u_n)$, $n=0,1,2,\dots$, steps $n$ and $n+1$ give the recurrence for $q_n,q_{n+1},q_{n+2}$ with $m=(l_{n+1}+u_n)/2$, and step $n+1$ gives $g(q_{n+2})=0$.

*Central difference.* The sum of the drifts is $q_2-q_0=hW(\bar p_0+\bar p_1)$. From (2), $\bar p_0=p_1-\tfrac h2(f_1-G^t_1u_0)$, so the force cancels in the sum:
$$\bar p_0+\bar p_1=2p_1+\tfrac h2\,G^t_1(u_0-l_1),\qquad q_2-q_0=2h\,Wp_1+h^2\,WG^t_1\,\frac{u_0-l_1}{2}.$$

*Converse.* Let the first update hold, and let $q_2$ be given by the SHAKE recurrence with some multiplier $m$. Solving for $q_2$ and using $q_1-q_0=hW\bar p_0$,
$$q_2=q_1+hW\bar p_0+h^2W(f_1-G^t_1m).$$
Choose $l_1=2m-u_0$, so that $(l_1+u_0)/2=m$. Equation (3) uses only (2), so $\bar p_1=K(q_1,p_1,l_1)=\bar p_0+h(f_1-G^t_1m)$, and therefore $q_1+hW\bar p_1=q_2$. For any $u_1$, setting $p_2=K(q_2,\bar p_1,u_1)$ completes the update. Nothing is cancelled, so neither $h\neq0$ nor injectivity of $W$ is needed.

### The file

```lean
import Mathlib

namespace RattleShake

noncomputable section

/-- A constrained mechanical system: inverse mass operator `W`, force `f`, constraint function
`g`, constraint Jacobian map `G`, and the map `Gt` turning multipliers into constraint forces.
All five are arbitrary and unrelated. -/
structure System (E F : Type*) [AddCommGroup E] [Module ℝ E] [AddCommGroup F] [Module ℝ F] where
  W : E →ₗ[ℝ] E
  f : E → E
  g : E → F
  G : E → E →ₗ[ℝ] F
  Gt : E → F →ₗ[ℝ] E

variable {E F : Type*} [AddCommGroup E] [Module ℝ E] [AddCommGroup F] [Module ℝ F]

/-- Half kick: the momentum `p` after time `h/2` under the force plus the constraint force with
multiplier `l`, both evaluated at position `q`. -/
def halfKick (S : System E F) (h : ℝ) (q p : E) (l : F) : E :=
  p + (h / 2) • (S.f q - S.Gt q l)

/-- The RATTLE update equations (half kick with `l`, drift, half kick with `u`) taking `(q,p)`
to `(q',p')`. -/
def RattleUpdate (S : System E F) (h : ℝ) (q p q' p' : E) (l u : F) : Prop :=
  q' = q + h • S.W (halfKick S h q p l) ∧ p' = halfKick S h q' (halfKick S h q p l) u

/-- The phase-space point `(q,p)` satisfies the position constraint `g q = 0` and the velocity
constraint `G(q) W p = 0`. -/
def OnManifold (S : System E F) (q p : E) : Prop :=
  S.g q = 0 ∧ S.G q (S.W p) = 0

/-- A RATTLE step: the update equations hold and the end point satisfies both constraints. -/
def RattleStep (S : System E F) (h : ℝ) (q p q' p' : E) (l u : F) : Prop :=
  RattleUpdate S h q p q' p' l u ∧ OnManifold S q' p'

/-- The SHAKE three-term position recurrence with multiplier `m`:
`q₂ - 2 q₁ + q₀ = h² W (f(q₁) - Gt(q₁) m)`. -/
def ShakeRecurrence (S : System E F) (h : ℝ) (q₀ q₁ q₂ : E) (m : F) : Prop :=
  q₂ - (2 : ℝ) • q₁ + q₀ = h ^ 2 • S.W (S.f q₁ - S.Gt q₁ m)

/-- A half kick is undone by flipping the momentum and applying the same half kick: the result
is the flipped original momentum. -/
theorem halfKick_neg (S : System E F) (h : ℝ) (q p : E) (l : F) :
    halfKick S h q (-halfKick S h q p l) l = -p := by
  unfold halfKick
  abel

/-- If the update equations take `(q,p)` to `(q',p')` with multipliers `(l,u)`, they take
`(q',-p')` to `(q,-p)` with multipliers `(u,l)`. -/
theorem update_reversible (S : System E F) {h : ℝ} {q p q' p' : E} {l u : F}
    (H : RattleUpdate S h q p q' p' l u) : RattleUpdate S h q' (-p') q (-p) u l := by
  obtain ⟨hq, hp⟩ := H
  -- the half-step momentum of the reversed step is minus the forward one
  have hhalf : halfKick S h q' (-p') u = -halfKick S h q p l := by
    rw [hp]
    exact halfKick_neg S h q' _ u
  constructor
  · rw [hhalf, map_neg, smul_neg]
    exact eq_add_neg_of_add_eq hq.symm
  · rw [hhalf, halfKick_neg]

/-- Time reversibility of RATTLE: a step from a point `(q,p)` satisfying both constraints to
`(q',p')` with multipliers `(l,u)` gives a step from `(q',-p')` to `(q,-p)` with `(u,l)`. -/
theorem rattle_reversible (S : System E F) {h : ℝ} {q p q' p' : E} {l u : F}
    (h0 : OnManifold S q p) (H : RattleStep S h q p q' p' l u) :
    OnManifold S q' (-p') ∧ RattleStep S h q' (-p') q (-p) u l := by
  -- both constraints are unchanged by a momentum flip
  have flip : ∀ x y : E, OnManifold S x y → OnManifold S x (-y) := by
    intro x y hxy
    exact ⟨hxy.1, by rw [map_neg, map_neg, hxy.2, neg_zero]⟩
  exact ⟨flip _ _ H.2, update_reversible S H.1, flip _ _ h0⟩

/-- Two consecutive RATTLE updates with multipliers `(l₀,u₀)` and `(l₁,u₁)` give positions that
obey the SHAKE recurrence with multiplier `(l₁ + u₀)/2`. -/
theorem shake_of_two_updates (S : System E F) {h : ℝ} {q₀ p₀ q₁ p₁ q₂ p₂ : E}
    {l₀ u₀ l₁ u₁ : F} (H₀ : RattleUpdate S h q₀ p₀ q₁ p₁ l₀ u₀)
    (H₁ : RattleUpdate S h q₁ p₁ q₂ p₂ l₁ u₁) :
    ShakeRecurrence S h q₀ q₁ q₂ ((1 / 2 : ℝ) • (l₁ + u₀)) := by
  obtain ⟨hq, hp⟩ := H₀
  have hq₂ := H₁.1
  generalize halfKick S h q₀ p₀ l₀ = ph at hq hp
  have hq₀ : q₀ = q₁ - h • S.W ph := eq_sub_of_add_eq hq.symm
  -- the two half kicks at `q₁` merge into one full kick
  rw [hp] at hq₂
  unfold ShakeRecurrence
  rw [hq₂, hq₀]
  simp only [halfKick, map_add, map_sub, map_smul]
  module

/-- Along a RATTLE orbit with multipliers `(l n, u n)` the positions obey the SHAKE recurrence
with multiplier `(l (n+1) + u n)/2`, and each new position satisfies the position constraint. -/
theorem shake_along_orbit (S : System E F) {h : ℝ} {q p : ℕ → E} {l u : ℕ → F}
    (H : ∀ n, RattleStep S h (q n) (p n) (q (n + 1)) (p (n + 1)) (l n) (u n)) (n : ℕ) :
    ShakeRecurrence S h (q n) (q (n + 1)) (q (n + 2)) ((1 / 2 : ℝ) • (l (n + 1) + u n)) ∧
      S.g (q (n + 2)) = 0 :=
  ⟨shake_of_two_updates S (H n).1 (H (n + 1)).1, (H (n + 1)).2.1⟩

/-- For two consecutive RATTLE updates the central difference of the positions is `2h W p₁` plus
the constraint-force term `h² W Gt(q₁) (u₀ - l₁)/2`. -/
theorem central_difference (S : System E F) {h : ℝ} {q₀ p₀ q₁ p₁ q₂ p₂ : E}
    {l₀ u₀ l₁ u₁ : F} (H₀ : RattleUpdate S h q₀ p₀ q₁ p₁ l₀ u₀)
    (H₁ : RattleUpdate S h q₁ p₁ q₂ p₂ l₁ u₁) :
    q₂ - q₀ = (2 * h) • S.W p₁ + h ^ 2 • S.W (S.Gt q₁ ((1 / 2 : ℝ) • (u₀ - l₁))) := by
  obtain ⟨hq, hp⟩ := H₀
  have hq₂ := H₁.1
  generalize halfKick S h q₀ p₀ l₀ = ph at hq hp
  have hq₀ : q₀ = q₁ - h • S.W ph := eq_sub_of_add_eq hq.symm
  rw [hq₂, hq₀, hp]
  simp only [halfKick, map_add, map_sub, map_smul]
  module

/-- Converse: after a RATTLE update with multipliers `(l₀,u₀)`, a position `q₂` given by the
SHAKE recurrence with multiplier `m` is reached by a RATTLE update with first multiplier
`2m - u₀`, for any second multiplier `u₁`. -/
theorem update_of_shake (S : System E F) {h : ℝ} {q₀ p₀ q₁ p₁ q₂ : E} {l₀ u₀ m : F}
    (H₀ : RattleUpdate S h q₀ p₀ q₁ p₁ l₀ u₀) (Hs : ShakeRecurrence S h q₀ q₁ q₂ m) (u₁ : F) :
    RattleUpdate S h q₁ p₁ q₂
      (halfKick S h q₂ (halfKick S h q₁ p₁ ((2 : ℝ) • m - u₀)) u₁) ((2 : ℝ) • m - u₀) u₁ := by
  refine ⟨?_, rfl⟩
  obtain ⟨hq, hp⟩ := H₀
  generalize halfKick S h q₀ p₀ l₀ = ph at hq hp
  have hq₀ : q₀ = q₁ - h • S.W ph := eq_sub_of_add_eq hq.symm
  -- solve the recurrence for `q₂`
  have hq₂ : q₂ = h ^ 2 • S.W (S.f q₁ - S.Gt q₁ m) - q₀ + (2 : ℝ) • q₁ :=
    eq_add_of_sub_eq (eq_sub_of_add_eq Hs)
  rw [hq₂, hq₀, hp]
  simp only [halfKick, map_add, map_sub, map_smul]
  module

/-- A unit-mass particle in the plane under the force `(0,-1)`, with constraint function
`g(x,y) = (1 + x²) y`, its Jacobian `(2xy, 1 + x²)` and the transposed Jacobian. -/
def bead : System (ℝ × ℝ) ℝ where
  W := LinearMap.id
  f := fun _ => (0, -1)
  g := fun q => (1 + q.1 ^ 2) * q.2
  G := fun q => (2 * q.1 * q.2) • LinearMap.fst ℝ ℝ ℝ + (1 + q.1 ^ 2) • LinearMap.snd ℝ ℝ ℝ
  Gt := fun q => (2 * q.1 * q.2) • LinearMap.inl ℝ ℝ ℝ + (1 + q.1 ^ 2) • LinearMap.inr ℝ ℝ ℝ

/-- For `bead` with `h = 1`, the point `q = (0,0)`, `p = (1,0)` satisfies both constraints and
goes by a RATTLE step to `q' = (1,0)`, `p' = (1,0)` with multipliers `(-1, -1/2)`. -/
theorem rattle_step_witness :
    OnManifold bead (0, 0) (1, 0) ∧
      RattleStep bead 1 (0, 0) (1, 0) (1, 0) (1, 0) (-1) (-1 / 2) := by
  refine ⟨⟨?_, ?_⟩, ⟨?_, ?_⟩, ?_, ?_⟩
  all_goals (simp [bead, halfKick, Prod.ext_iff] <;> norm_num)

end

end RattleShake
```

```lean
#print axioms RattleShake.rattle_reversible
#print axioms RattleShake.shake_along_orbit
#print axioms RattleShake.central_difference
#print axioms RattleShake.update_of_shake
```

```
'RattleShake.rattle_reversible' depends on axioms: [propext, Classical.choice, Quot.sound]
'RattleShake.shake_along_orbit' depends on axioms: [propext, Classical.choice, Quot.sound]
'RattleShake.central_difference' depends on axioms: [propext, Classical.choice, Quot.sound]
'RattleShake.update_of_shake' depends on axioms: [propext, Classical.choice, Quot.sound]
```

### Remarks

**The statements.** `update_reversible` is the reversal of the bare update equations, for any multipliers. `rattle_reversible` assumes `OnManifold S q p` and a `RattleStep` with $(l,u)$, and concludes that $(q',-p')$ satisfies both constraints and that `RattleStep S h q' (-p') q (-p) u l` holds, with the same $h$. `shake_of_two_updates` and `central_difference` assume only two updates, with no constraint. `shake_along_orbit` takes sequences `q p : ℕ → E` and `l u : ℕ → F` in which every consecutive pair is a `RattleStep`, and its indices are those of the derivation. `update_of_shake` concludes a `RattleUpdate`, not a `RattleStep`: it says nothing about $g(q_2)$, nor whether some $u_1$ makes the final momentum satisfy the velocity constraint. `rattle_step_witness` is the forward step of the question for the system `bead`, with `OnManifold` at the start, so `rattle_reversible` applies to it. The maps `G` and `Gt` of `bead` are written down as $(2xy,\,1+x^2)$ and its transpose, and no lemma differentiates `g`. With the simpler constraint $g=y$ both multipliers would be $-1$ and the swap would not be visible.

**What is not covered.** No theorem says that multipliers exist or are unique. Reversibility therefore means that $(u,l)$ solves the equations of the reversed step. The equation $g(q')=0$ is nonlinear in general and may have several solutions, and a solver returns to $(q,-p)$ if it selects this one. Symplecticity, order of accuracy and energy behaviour are not treated. Forces that depend on velocity, friction and noise, position-dependent masses and variable step lengths do not fit `System` with a fixed `h`.

**Use in simulation.** For molecular dynamics with fixed bond lengths, the theorems say that RATTLE is reversible and that its positions are SHAKE positions, under the restriction to position-dependent deterministic forces, exact arithmetic and exactly solved multipliers; an iteration stopped at a tolerance, or a truncated expansion of the constraint matrix inverse as in LINCS, satisfies the constraint hypotheses only approximately. One consequence that the file does not state follows by applying $G(q_1)$ to the central difference when $G(q_1)Wp_1=0$: then $G(q_1)(q_2-q_0)=h^2\,G(q_1)WG^t_1(u_0-l_1)/2$, so the displacement $q_2-q_0$ is tangent to the constraint at $q_1$ only when this term vanishes.

**The proofs.** `halfKick_neg` is (1): after unfolding, `abel` treats the kick term as one atom and cancels it. In `update_reversible`, `hhalf` is the statement $K(q',-p',u)=-\bar p$, obtained from `halfKick_neg S h q' _ u`. The first goal is the reversed drift: `map_neg` and `smul_neg` move the sign out of $hW(-\bar p)$, and `eq_add_neg_of_add_eq hq.symm` turns $q+hW\bar p=q'$ into $q=q'+(-hW\bar p)$. The second goal is (1) at $q$. In `rattle_reversible`, `flip` is the invariance of the constraints under $p\mapsto-p$, used once at each end.

The three theorems on positions share one pattern. The half-step momentum $\bar p_0$ is renamed `ph`, `hq₀` expresses $q_0=q_1-hW\bar p_0$, `hp` is the first equation of (2), and `hq₂` expresses $q_2$, from the second drift in the forward theorems and from the solved recurrence in `update_of_shake`. After substitution both sides are linear combinations of $q_1$, $W\bar p_0$, $Wf_1$ and $WG^t_1$ applied to single multipliers, and comparing coefficients replaces (3) and the sum or difference of drifts. Only `H₁.1`, the drift of the second update, is used, so $u_1$ and $p_2$ play no part in the recurrence. In `update_of_shake` the final momentum is the half kick itself, so that half of the goal is `rfl`. `shake_along_orbit` pairs `shake_of_two_updates` at steps $n$ and $n+1$ with `(H (n + 1)).2.1`, the position constraint at the end of step $n+1$. The witness splits into six equations in numbers, which `simp` and `norm_num` evaluate.

**A reusable technique.** Identities of integrators on an abstract vector space can often be closed by `generalize`, then `simp only` with `map_add`, `map_sub`, `map_smul`, then `module`. The line `generalize halfKick S h q₀ p₀ l₀ = ph at hq hp` replaces a compound term by a fresh variable. Without it the right side of `hq₀` would contain `q₀` again, and in `shake_of_two_updates`, where `hp` is substituted first, rewriting `q₀` in the goal would also rewrite it inside the half kick, under the arbitrary maps `S.f` and `S.Gt`. For the same reason $q_0$ and $q_2$ are expressed through $q_1$, the point at which the nonlinear maps are evaluated, so that `S.f q₁` and `S.Gt q₁` stay untouched. The `simp only` call pushes the linear maps through sums and scalar multiples until each acts on a single vector. `module` then treats terms such as `S.W ph` as atoms, collects the scalar coefficient of each atom on both sides, and checks the equality of the coefficients, here polynomials in `h` with rational coefficients, by ring normalisation.
